# Slater's formula for the Grüneisen parameter of a Debye solid with frequency c √(V^(1/3) B)

## Isotherm, bulk modulus and frequency

Let P(V) be the pressure of a solid as a function of its volume V > 0 at fixed temperature. A prime on P, B or w denotes the derivative with respect to V. The isothermal bulk modulus is

B(V) = −V P′(V),

which is positive when the pressure falls with increasing volume. The Debye frequency is modelled by

w(V) = c √(V^(1/3) B(V)), c > 0,

with c independent of volume. The Grüneisen parameter of this frequency is

γ(V) = −V w′(V) / w(V),

that is, minus the logarithmic derivative of w with respect to volume. With this sign, γ is positive when the frequency rises on compression.

## Where the factor V^(1/3) comes from

In the Debye model the cutoff frequency is a mean sound velocity times a cutoff wavevector. For a fixed number of atoms the wavevector scales as V^(−1/3). The sound velocity is taken to scale as √(B/ρ), and at fixed mass the density ρ scales as 1/V. Hence

w ∝ V^(−1/3) · V^(1/2) · B^(1/2) = V^(1/6) B^(1/2) = √(V^(1/3) B).

The constant c collects the mass, the number of atoms and the ratio of the mean sound velocity to √(B/ρ). Treating it as constant is a physical assumption: for an isotropic solid it means that Poisson's ratio does not change with volume, so that the shear modulus is proportional to the bulk modulus. The bulk modulus that enters the sound velocity is the adiabatic one; the difference between it and the isothermal B vanishes at zero temperature and is neglected here.

## Two forms of the Slater parameter

Suppose that P′(V) < 0 and that P′ is differentiable at V. Then

γ = −2/3 − V P″ / (2P′) = (1/2) B′/P′ − 1/6,

with everything evaluated at V.

Three results build on this. If the bulk modulus near V is a function β of pressure, differentiable at P(V), then

γ = (1/2) dβ/dP − 1/6.

If the hypotheses hold at every V > 0, γ has the constant value g exactly when B is affine in P with slope 2g + 1/3. Finally, the Murnaghan isotherm has a constant γ, given below.

For electronic-structure work this means that a computed pressure–volume curve gives an estimate of γ without a phonon calculation, within a Debye model whose single frequency scale follows the bulk modulus as above.

## Derivation by logarithmic differentiation

The product rule applied to B = −V P′ gives

B′ = −P′ − V P″.

Since V, B and c are positive, the logarithm of the frequency is

ln w = ln c + (1/6) ln V + (1/2) ln B,

and its derivative is

w′/w = 1/(6V) + B′/(2B).

Multiplying by −V gives

γ = −1/6 − V B′/(2B).

Because B = −V P′, the ratio −V/B equals 1/P′, so

γ = (1/2) B′/P′ − 1/6.

Inserting B′ gives the other form:

γ = (−P′ − V P″)/(2P′) − 1/6 = −1/2 − V P″/(2P′) − 1/6 = −2/3 − V P″/(2P′).

If B(v) = β(P(v)) for all v near V, the chain rule gives B′ = (dβ/dP) P′. Dividing by P′ turns B′/P′ into the pressure derivative dβ/dP.

For the constancy criterion, γ = g is equivalent to B′ = (2g + 1/3) P′. If this holds at every V > 0, the function B − (2g + 1/3) P has zero derivative on the half-line and is therefore constant. With any reference volume V₀ > 0,

B(V) = B(V₀) + (2g + 1/3) (P(V) − P(V₀)).

Conversely, differentiating this relation returns B′ = (2g + 1/3) P′, and hence γ = g.

## The Murnaghan isotherm

Take B₀ > 0, V₀ > 0, n ≠ 0 and

P(V) = (B₀/n) ((V/V₀)^(−n) − 1).

Differentiation gives

P′(V) = −(B₀/V) (V/V₀)^(−n) < 0,

and therefore

B(V) = B₀ (V/V₀)^(−n) = B₀ + n P(V).

Since P(V₀) = 0, V₀ is the volume at zero pressure, B₀ is the bulk modulus there, and n is the pressure derivative of the bulk modulus. The bulk modulus is affine in pressure with slope n, so at every volume

γ = n/2 − 1/6.

For n = 4 this is 11/6.

## How the Lean statements express the physics

The isotherm is a function `P : ℝ → ℝ`; temperature does not appear, because it is held fixed. The definitions `bulkModulus`, `debyeFrequency` and `grueneisen` transcribe the three formulas at the start, and `deriv` is the actual derivative of the function supplied. The second derivative P″ is `deriv (deriv P) V`. The definition `grueneisen` accepts any volume-dependent frequency, and the theorems apply it to `debyeFrequency c P`.

The theorem `slater_parameter` is a statement at one volume. Its hypotheses are `0 < c`, `0 < V`, `deriv P V < 0` and differentiability of `deriv P` at `V`. The conclusion joins the two formulas for γ by `∧`. Differentiability of P itself needs no separate hypothesis: Lean assigns derivative zero to a function at a point where it is not differentiable, so a negative value of `deriv P V` already implies it.

In `slater_pressure_derivative`, the hypothesis `∀ᶠ v in 𝓝 V, bulkModulus P v = β (P v)` says that B is a function of pressure throughout some neighbourhood of V. Agreement at V alone would say nothing about the derivative.

The theorem `slater_constant_iff` asks for a falling isotherm with differentiable slope at every positive volume. This is an idealisation, since a real solid has a limited range of stability. The theorem `murnaghan_witness` shows that the Murnaghan isotherm meets these conditions and gives its γ.

The scaling of the sound velocity is built into the definition of `debyeFrequency` and is not derived from elasticity. Individual phonon modes, which generally have different Grüneisen parameters, are not described, and neither is the thermodynamic parameter defined through thermal expansion and heat capacity.

The type of the exponent in `debyeFrequency` matters for the physics. It is written `(1 / 3 : ℝ)`. Without the type annotation, Lean would read `1 / 3` as a division of natural numbers, which gives 0. The factor V^(1/3) would become 1, and γ would come out as (1/2) B′/P′, with the term −1/6 missing. The definition alone would still compile, but `slater_parameter` as stated would be false and its proof would fail.

## The Lean file

```lean
import Mathlib

open Filter Topology

namespace SlaterGrueneisen

noncomputable section

/-- Isothermal bulk modulus `B = -V P'(V)` of an isotherm `P`. -/
def bulkModulus (P : ℝ → ℝ) (V : ℝ) : ℝ := -V * deriv P V

/-- Debye frequency `c √(V^(1/3) B)` of a solid with isotherm `P`. -/
def debyeFrequency (c : ℝ) (P : ℝ → ℝ) (V : ℝ) : ℝ :=
  c * √(V ^ (1 / 3 : ℝ) * bulkModulus P V)

/-- Grüneisen parameter `-V w'(V) / w(V)` of a volume-dependent frequency `w`. -/
def grueneisen (w : ℝ → ℝ) (V : ℝ) : ℝ := -V * deriv w V / w V

/-- Murnaghan isotherm `P = (B₀/n) ((V/V₀)^(-n) - 1)`. -/
def murnaghan (B₀ n V₀ V : ℝ) : ℝ := B₀ / n * ((V / V₀) ^ (-n) - 1)

/-- The volume derivative of the bulk modulus is `-P' - V P''`. -/
theorem hasDerivAt_bulkModulus {P : ℝ → ℝ} {V : ℝ}
    (h : DifferentiableAt ℝ (deriv P) V) :
    HasDerivAt (bulkModulus P) (-deriv P V - V * deriv (deriv P) V) V := by
  have h1 : HasDerivAt (fun v => -v * deriv P v)
      (-1 * deriv P V + -V * deriv (deriv P) V) V :=
    (hasDerivAt_id' V).fun_neg.fun_mul h.hasDerivAt
  exact h1.congr_deriv (by ring)

/-- The Debye frequency changes with volume as `w' = w (B'/(2B) + 1/(6V))`. -/
theorem hasDerivAt_debyeFrequency {P : ℝ → ℝ} {V : ℝ} (c : ℝ) (hV : 0 < V)
    (hP : deriv P V < 0) (h : DifferentiableAt ℝ (deriv P) V) :
    HasDerivAt (debyeFrequency c P)
      (debyeFrequency c P V *
        (deriv (bulkModulus P) V / (2 * bulkModulus P V) + 1 / (6 * V))) V := by
  have hB : 0 < bulkModulus P V := by
    unfold bulkModulus
    nlinarith [mul_pos hV (neg_pos.mpr hP)]
  have hr : 0 < V ^ (1 / 3 : ℝ) := Real.rpow_pos_of_pos hV _
  have hprod := mul_pos hr hB
  have hd := (hasDerivAt_bulkModulus h).differentiableAt.hasDerivAt
  have h1 := (((Real.hasDerivAt_rpow_const (p := (1 / 3 : ℝ))
    (Or.inl hV.ne')).fun_mul hd).sqrt hprod.ne').const_mul c
  -- the square root enters only through its square
  have alg : ∀ r b s b' : ℝ, 0 < b → 0 < s → s * s = r * b →
      c * ((1 / 3 * (r / V) * b + r * b') / (2 * s))
        = c * s * (b' / (2 * b) + 1 / (6 * V)) := by
    intro r b s b' hb hs hsq
    have hr' : r = s * s / b := eq_div_of_mul_eq hb.ne' hsq.symm
    rw [hr']
    field_simp
    ring
  refine HasDerivAt.congr_deriv h1 ?_
  rw [Real.rpow_sub_one hV.ne']
  exact alg _ _ _ _ hB (Real.sqrt_pos.mpr hprod) (Real.mul_self_sqrt hprod.le)

/-- Slater's formula: the Grüneisen parameter of the Debye frequency is
`-2/3 - V P''/(2P')`, which equals `(1/2) B'/P' - 1/6`. -/
theorem slater_parameter {P : ℝ → ℝ} {V c : ℝ} (hc : 0 < c) (hV : 0 < V)
    (hP : deriv P V < 0) (h : DifferentiableAt ℝ (deriv P) V) :
    grueneisen (debyeFrequency c P) V
        = -2 / 3 - V * deriv (deriv P) V / (2 * deriv P V) ∧
    grueneisen (debyeFrequency c P) V
        = 1 / 2 * (deriv (bulkModulus P) V / deriv P V) - 1 / 6 := by
  have hB : 0 < bulkModulus P V := by
    unfold bulkModulus
    nlinarith [mul_pos hV (neg_pos.mpr hP)]
  have hw : debyeFrequency c P V ≠ 0 :=
    (mul_pos hc (Real.sqrt_pos.mpr (mul_pos (Real.rpow_pos_of_pos hV _) hB))).ne'
  have hp : deriv P V ≠ 0 := hP.ne
  have hV' : V ≠ 0 := hV.ne'
  -- the frequency itself cancels in the logarithmic derivative
  have key : grueneisen (debyeFrequency c P) V
      = -V * (deriv (bulkModulus P) V / (2 * bulkModulus P V) + 1 / (6 * V)) := by
    unfold grueneisen
    rw [(hasDerivAt_debyeFrequency c hV hP h).deriv, mul_left_comm,
      mul_div_cancel_left₀ _ hw]
  rw [key, (hasDerivAt_bulkModulus h).deriv]
  unfold bulkModulus
  constructor
  · field_simp
    ring
  · field_simp
    ring

/-- If the bulk modulus near `V` is a function `β` of pressure, the Grüneisen parameter
of the Debye frequency is `(1/2) dβ/dP - 1/6`. -/
theorem slater_pressure_derivative {P β : ℝ → ℝ} {V c : ℝ} (hc : 0 < c) (hV : 0 < V)
    (hP : deriv P V < 0) (h : DifferentiableAt ℝ (deriv P) V)
    (hβ : DifferentiableAt ℝ β (P V))
    (hB : ∀ᶠ v in 𝓝 V, bulkModulus P v = β (P v)) :
    grueneisen (debyeFrequency c P) V = 1 / 2 * deriv β (P V) - 1 / 6 := by
  have hPd : DifferentiableAt ℝ P V := differentiableAt_of_deriv_ne_zero hP.ne
  have h1 : HasDerivAt (fun v => β (P v)) (deriv β (P V) * deriv P V) V :=
    hβ.hasDerivAt.comp V hPd.hasDerivAt
  have h2 : deriv (bulkModulus P) V = deriv β (P V) * deriv P V :=
    (h1.congr_of_eventuallyEq hB).deriv
  rw [(slater_parameter hc hV hP h).2, h2, mul_div_cancel_right₀ _ hP.ne]

/-- The Grüneisen parameter of the Debye frequency has the same value `g` at all volumes
exactly when the bulk modulus is affine in pressure with slope `2g + 1/3`. -/
theorem slater_constant_iff {P : ℝ → ℝ} {c V₀ : ℝ} (g : ℝ) (hc : 0 < c) (hV₀ : 0 < V₀)
    (hP : ∀ V, 0 < V → deriv P V < 0)
    (h : ∀ V, 0 < V → DifferentiableAt ℝ (deriv P) V) :
    (∀ V, 0 < V → grueneisen (debyeFrequency c P) V = g) ↔
    ∀ V, 0 < V →
      bulkModulus P V = bulkModulus P V₀ + (2 * g + 1 / 3) * (P V - P V₀) := by
  constructor
  · intro hg V hV
    -- B - (2g + 1/3) P has zero derivative on the half-line
    have hd : ∀ v, 0 < v →
        HasDerivAt (fun x => bulkModulus P x - (2 * g + 1 / 3) * P x) 0 v := by
      intro v hv
      have hp := (hP v hv).ne
      have h1 := (hasDerivAt_bulkModulus (h v hv)).differentiableAt.hasDerivAt
      have h2 := (differentiableAt_of_deriv_ne_zero hp).hasDerivAt
      refine (h1.fun_sub (h2.const_mul (2 * g + 1 / 3))).congr_deriv ?_
      have h3 := (slater_parameter hc hv (hP v hv) (h v hv)).2
      rw [hg v hv] at h3
      have h4 : deriv (bulkModulus P) v / deriv P v = 2 * g + 1 / 3 := by linarith
      rw [(div_eq_iff hp).mp h4, sub_self]
    have hconst := isOpen_Ioi.is_const_of_deriv_eq_zero
      (convex_Ioi (0 : ℝ)).isPreconnected
      (fun v hv => (hd v hv).differentiableAt.differentiableWithinAt)
      (fun v hv => (hd v hv).deriv) (Set.mem_Ioi.mpr hV) (Set.mem_Ioi.mpr hV₀)

    linarith
  · intro hB V hV
    have hβ : HasDerivAt (fun p => bulkModulus P V₀ + (2 * g + 1 / 3) * (p - P V₀))
        (2 * g + 1 / 3) (P V) :=
      ((((hasDerivAt_id' (P V)).sub_const (P V₀)).const_mul (2 * g + 1 / 3)).const_add
        (bulkModulus P V₀)).congr_deriv (by ring)
    rw [slater_pressure_derivative hc hV (hP V hV) (h V hV) hβ.differentiableAt
      (by filter_upwards [Ioi_mem_nhds hV] with v hv using hB v hv), hβ.deriv]
    ring

/-- The slope of the Murnaghan isotherm is `-(B₀/V) (V/V₀)^(-n)`. -/
theorem hasDerivAt_murnaghan {B₀ n V₀ V : ℝ} (hn : n ≠ 0) (hV₀ : 0 < V₀) (hV : 0 < V) :
    HasDerivAt (murnaghan B₀ n V₀) (-(B₀ / V * (V / V₀) ^ (-n))) V := by
  have hx : V / V₀ ≠ 0 := (div_pos hV hV₀).ne'
  have h1 := ((((hasDerivAt_id' V).div_const V₀).rpow_const (p := -n)
    (Or.inl hx)).sub_const 1).const_mul (B₀ / n)
  refine HasDerivAt.congr_deriv h1 ?_
  rw [Real.rpow_sub_one hx]
  generalize (V / V₀) ^ (-n) = t
  field_simp

/-- A Murnaghan solid with `B₀ > 0` and `n ≠ 0` has a falling isotherm with differentiable
slope, and the Grüneisen parameter of its Debye frequency is `n/2 - 1/6` at every volume. -/
theorem murnaghan_witness {B₀ n V₀ V c : ℝ} (hc : 0 < c) (hB₀ : 0 < B₀) (hn : n ≠ 0)
    (hV₀ : 0 < V₀) (hV : 0 < V) :
    deriv (murnaghan B₀ n V₀) V < 0 ∧
    DifferentiableAt ℝ (deriv (murnaghan B₀ n V₀)) V ∧
    grueneisen (debyeFrequency c (murnaghan B₀ n V₀)) V = n / 2 - 1 / 6 := by
  have hneg : deriv (murnaghan B₀ n V₀) V < 0 := by
    rw [(hasDerivAt_murnaghan hn hV₀ hV).deriv]
    exact neg_neg_of_pos
      (mul_pos (div_pos hB₀ hV) (Real.rpow_pos_of_pos (div_pos hV hV₀) _))
  have hdiff : DifferentiableAt ℝ (deriv (murnaghan B₀ n V₀)) V := by
    have h1 : DifferentiableAt ℝ (fun v : ℝ => -(B₀ / v * (v / V₀) ^ (-n))) V :=
      (((hasDerivAt_const V B₀).fun_div (hasDerivAt_id' V) hV.ne').fun_mul
        (((hasDerivAt_id' V).div_const V₀).rpow_const (p := -n)
          (Or.inl (div_pos hV hV₀).ne'))).fun_neg.differentiableAt
    refine h1.congr_of_eventuallyEq ?_
    filter_upwards [Ioi_mem_nhds hV] with v hv
    exact (hasDerivAt_murnaghan hn hV₀ hv).deriv
  refine ⟨hneg, hdiff, ?_⟩
  -- the bulk modulus is B₀ + n P
  have hβ : HasDerivAt (fun p : ℝ => B₀ + n * p) n (murnaghan B₀ n V₀ V) :=
    (((hasDerivAt_id' _).const_mul n).const_add B₀).congr_deriv (by ring)
  have hB : ∀ᶠ v in 𝓝 V, bulkModulus (murnaghan B₀ n V₀) v
      = B₀ + n * murnaghan B₀ n V₀ v := by
    filter_upwards [Ioi_mem_nhds hV] with v hv
    have hv' : v ≠ 0 := ne_of_gt hv
    unfold bulkModulus
    rw [(hasDerivAt_murnaghan hn hV₀ hv).deriv]
    unfold murnaghan
    generalize (v / V₀) ^ (-n) = t
    field_simp
    ring
  rw [slater_pressure_derivative hc hV hneg hdiff hβ.differentiableAt hB, hβ.deriv]
  ring

end

end SlaterGrueneisen
```

```lean
#print axioms SlaterGrueneisen.slater_parameter
#print axioms SlaterGrueneisen.slater_constant_iff
```

```
'SlaterGrueneisen.slater_parameter' depends on axioms: [propext, Classical.choice, Quot.sound]
'SlaterGrueneisen.slater_constant_iff' depends on axioms: [propext, Classical.choice, Quot.sound]
```

## From the product rule to the frequency derivative

The lemma `hasDerivAt_bulkModulus` is the product rule for −V P′, followed by `ring` to bring the result into the form −P′ − V P″.

The lemma `hasDerivAt_debyeFrequency` proves w′ = w (B′/(2B) + 1/(6V)) without taking logarithms. It first shows that B and V^(1/3) are positive, so that the square root is differentiated away from zero. The rules for powers, products and square roots then give

w′ = c ((1/3) (V^(1/3)/V) B + V^(1/3) B′) / (2 √(V^(1/3) B)).

The auxiliary statement `alg` turns this into the logarithmic form. It writes r for V^(1/3), b for B and s for the square root, and its hypotheses are s · s = r · b and the positivity of b and s. Replacing r by s²/b leaves an identity between rational expressions, which `field_simp` and `ring` settle.

## Cancelling the frequency and changing variables

In `slater_parameter`, the fact `hw` states that w is nonzero; this is where c > 0 is used. The step `key` inserts the derivative of w into the definition of γ and cancels w, leaving −V (B′/(2B) + 1/(6V)). After B and B′ are replaced by their expressions in P′ and P″, both forms follow by clearing denominators.

The proof of `slater_pressure_derivative` applies the chain rule to β(P(v)) and transfers the result to the bulk modulus by means of the equality near V. The second form of `slater_parameter` then gives the formula once P′ has been cancelled.

## Constancy and the example

For the forward direction of `slater_constant_iff`, the step `hd` shows that B − (2g + 1/3) P has derivative zero at every positive volume. The half-line is open and connected, so `is_const_of_deriv_eq_zero` makes the function equal at V and V₀, and `linarith` rearranges that equality into the affine law. For the converse, the affine law itself serves as β in `slater_pressure_derivative`, with slope 2g + 1/3.

The lemma `hasDerivAt_murnaghan` computes the slope of the Murnaghan isotherm. In `murnaghan_witness` that slope gives the sign condition `hneg`. Because the formula for it holds at all positive volumes, it can itself be differentiated, which gives `hdiff`. The step `hB` verifies B = B₀ + n P near V, and `slater_pressure_derivative` with slope n yields n/2 − 1/6.
